# With phase between 0 and π, A sin(qr)/r meets an attractive Coulomb tail in value and slope only at phase π/2

**Question.** When I generate a PAW dataset, I have to choose a smooth local potential inside a radius $r_\mathrm{loc}$ and join it to the potential outside. Suppose the outside is the bare tail $-Z/r$ that an electron feels from an ion of charge $Z>0$ (Hartree atomic units), and the inside is $v(r)=A\sin(qr)/r$ with $0<q\,r_\mathrm{loc}<\pi$. I believe that matching value and slope forces $q\,r_\mathrm{loc}=\pi/2$ and $A=-Z$, that $v$ is then finite at the origin and never below the Coulomb potential in the core, and that the second derivative at $r_\mathrm{loc}$ is larger on the inside than on the outside by $Zq^2/r_\mathrm{loc}$. Can this be made rigorous and machine-checked?

**Answer.** Yes. The matching takes two equations.

## Matching fixes the phase and the amplitude

Write $x=q\,r_\mathrm{loc}$. The slopes are

$$v'(r)=\frac{A\,(qr\cos qr-\sin qr)}{r^2},\qquad \left(-\frac Zr\right)'=\frac{Z}{r^2}.$$

At $r_\mathrm{loc}$, after clearing denominators, value and slope matching read

$$A\sin x=-Z,\qquad A(x\cos x-\sin x)=Z.$$

Their sum is $A\,x\cos x=0$. The first equation excludes $A=0$, and $x>0$, so $\cos x=0$. On $(0,\pi)$ this means $x=\pi/2$, and then $A=-Z$. Conversely, these values satisfy both equations.

The bound on the phase matters: at $x=3\pi/2$ the amplitude $A=+Z$ also matches.

## Depth, lower bounds and curvature

For the matched potential $v(r)=-Z\sin(qr)/r$, the limit at the origin is
$$-Zq=-\frac{\pi Z}{2r_\mathrm{loc}}.$$

For $0<r<r_\mathrm{loc}$ we have $0<qr<\pi/2$, hence $\sin qr<1$ and
$$v(r)+\frac Zr=\frac{Z(1-\sin qr)}{r}>0.$$
At $r_\mathrm{loc}$ there is equality. Since also $\sin qr<qr$, $v(r)>-Zq$.

Differentiating once more,
$$v''(r)=-\frac{Aq^2\sin qr}{r}-\frac{2A(qr\cos qr-\sin qr)}{r^3}.$$
At $r_\mathrm{loc}$ this is $Zq^2/r_\mathrm{loc}-2Z/r_\mathrm{loc}^3$. The Coulomb term is $-2Z/r_\mathrm{loc}^3$, so the difference is $Zq^2/r_\mathrm{loc}$.

As an instance in Hartree atomic units, take $Z=4$ and $r_\mathrm{loc}=2$. Then $q=\pi/4$, and the potential starts at $-\pi\approx-3.142$. It is $-2.828$ at $r=1$, where Coulomb gives $-4$, and reaches the common value $-2$ at $r=2$. The second derivatives there are $0.234$ and $-1$, which differ by $\pi^2/8\approx1.234$.

## The Lean file

```lean
import Mathlib

open Filter
open scoped Real Topology

namespace PAWLocalPotential

noncomputable section

/-- The Coulomb potential `-Z/r` of an ionic charge `Z`. -/
def coulomb (Z r : ℝ) : ℝ := -Z / r

/-- The core potential `A sin(qr)/r` with amplitude `A` and wave number `q`. -/
def corePot (A q r : ℝ) : ℝ := A * Real.sin (q * r) / r

/-- The core potential agrees with the Coulomb potential in value and slope at radius `rc`. -/
def MatchesCoulomb (Z A q rc : ℝ) : Prop :=
  corePot A q rc = coulomb Z rc ∧ deriv (corePot A q) rc = deriv (coulomb Z) rc

lemma hasDerivAt_phase (q r : ℝ) : HasDerivAt (fun x : ℝ => q * x) q r :=
  ((hasDerivAt_id' r).const_mul q).congr_deriv (mul_one q)

lemma hasDerivAt_square (r : ℝ) : HasDerivAt (fun x : ℝ => x ^ 2) (2 * r) r := by
  simpa using hasDerivAt_pow 2 r

/-- The slope of the core potential away from the origin. -/
theorem hasDerivAt_corePot (A q : ℝ) {r : ℝ} (hr : r ≠ 0) :
    HasDerivAt (corePot A q)
      (A * (q * Real.cos (q * r) * r - Real.sin (q * r)) / r ^ 2) r := by
  have h := ((hasDerivAt_phase q r).sin.const_mul A).fun_div (hasDerivAt_id' r) hr
  exact h.congr_deriv (by ring)

/-- The slope of the Coulomb potential away from the origin is `Z/r²`. -/
theorem hasDerivAt_coulomb (Z : ℝ) {r : ℝ} (hr : r ≠ 0) :
    HasDerivAt (coulomb Z) (Z / r ^ 2) r := by
  have h := (hasDerivAt_const r (-Z)).fun_div (hasDerivAt_id' r) hr
  exact h.congr_deriv (by ring)

/-- For `Z > 0`, `rc > 0` and a phase `q rc` between `0` and `π`, the core potential matches the
Coulomb potential in value and slope at `rc` exactly when `q rc = π/2` and `A = -Z`. -/
theorem matchesCoulomb_iff {Z A q rc : ℝ} (hZ : 0 < Z) (hrc : 0 < rc)
    (h0 : 0 < q * rc) (hpi : q * rc < π) :
    MatchesCoulomb Z A q rc ↔ q * rc = π / 2 ∧ A = -Z := by
  unfold MatchesCoulomb
  rw [(hasDerivAt_corePot A q hrc.ne').deriv, (hasDerivAt_coulomb Z hrc.ne').deriv]
  constructor
  · rintro ⟨hv, hs⟩
    have hv' : A * Real.sin (q * rc) = -Z := by
      unfold corePot coulomb at hv
      exact (div_left_inj' hrc.ne').mp hv
    have hs' : A * (q * Real.cos (q * rc) * rc - Real.sin (q * rc)) = Z :=
      (div_left_inj' (pow_ne_zero 2 hrc.ne')).mp hs
    have hA : A ≠ 0 := by
      intro h
      rw [h, zero_mul] at hv'
      linarith
    -- value and slope conditions together make the cosine vanish
    have hc : (A * (q * rc)) * Real.cos (q * rc) = 0 := by
      linear_combination hs' + hv'
    have hc' : Real.cos (q * rc) = 0 :=
      (mul_eq_zero.mp hc).resolve_left (mul_ne_zero hA h0.ne')
    -- the cosine is injective on [0, π], which fixes the phase
    have hx : q * rc = π / 2 :=
      Real.injOn_cos ⟨h0.le, hpi.le⟩
        ⟨by linarith [Real.pi_pos], by linarith [Real.pi_pos]⟩
        (by rw [hc', Real.cos_pi_div_two])
    rw [hx, Real.sin_pi_div_two, mul_one] at hv'
    exact ⟨hx, hv'⟩
  · rintro ⟨hx, hA⟩
    constructor
    · simp only [corePot, coulomb, hx, hA, Real.sin_pi_div_two, mul_one]
    · rw [hx, hA, Real.cos_pi_div_two, Real.sin_pi_div_two]
      ring

/-- At the larger phase `q rc = 3π/2` the core potential with amplitude `+Z` also matches the
Coulomb potential in value and slope. -/
theorem matchesCoulomb_next_branch (Z : ℝ) {q rc : ℝ} (hrc : 0 < rc)
    (hq : q * rc = 3 * π / 2) : MatchesCoulomb Z Z q rc := by
  have hx : q * rc = π / 2 + π := by linarith
  have hs : Real.sin (q * rc) = -1 := by
    rw [hx, Real.sin_add_pi, Real.sin_pi_div_two]
  have hc : Real.cos (q * rc) = 0 := by
    rw [hx, Real.cos_add_pi, Real.cos_pi_div_two, neg_zero]
  unfold MatchesCoulomb
  rw [(hasDerivAt_corePot Z q hrc.ne').deriv, (hasDerivAt_coulomb Z hrc.ne').deriv, hs, hc]
  constructor
  · unfold corePot coulomb
    rw [hs]
    ring
  · ring

/-- The matched core potential tends to the finite value `-πZ/(2 rc)` as `r → 0+`. -/
theorem tendsto_corePot_origin (Z : ℝ) {q rc : ℝ} (hrc : 0 < rc) (hq : q * rc = π / 2) :
    Tendsto (corePot (-Z) q) (𝓝[>] 0) (𝓝 (-(π * Z / (2 * rc)))) := by
  have hdepth : π * Z / (2 * rc) = Z * q := by
    rw [div_eq_iff (by positivity)]
    linear_combination (-2 * Z) * hq
  -- the limit is the derivative of -Z sin(qr) at the origin
  have h : HasDerivAt (fun x : ℝ => -Z * Real.sin (q * x)) (-(Z * q)) 0 :=
    ((hasDerivAt_phase q 0).sin.const_mul (-Z)).congr_deriv (by simp)
  rw [hdepth]
  refine h.tendsto_slope_zero_right.congr (fun t => ?_)
  simp only [corePot, zero_add, mul_zero, Real.sin_zero, sub_zero, smul_eq_mul]
  ring

/-- For `Z > 0` and `0 < r < rc`, the matched core potential lies strictly above both the Coulomb
potential and the constant `-πZ/(2 rc)`. -/
theorem corePot_lower_bounds {Z q rc r : ℝ} (hZ : 0 < Z) (hq : q * rc = π / 2)
    (hr : 0 < r) (hlt : r < rc) :
    coulomb Z r < corePot (-Z) q r ∧ -(π * Z / (2 * rc)) < corePot (-Z) q r := by
  have hrc : 0 < rc := hr.trans hlt
  have hqpos : 0 < q := by
    by_contra h
    nlinarith [Real.pi_pos, mul_nonneg (neg_nonneg.mpr (not_lt.mp h)) hrc.le]
  have hqr : 0 < q * r := mul_pos hqpos hr
  have hphase : q * r < π / 2 := hq ▸ mul_lt_mul_of_pos_left hlt hqpos
  have hdepth : π * Z / (2 * rc) = Z * q := by
    rw [div_eq_iff (by positivity)]
    linear_combination (-2 * Z) * hq
  constructor
  · -- the sine stays below one before the quarter period
    have hs : Real.sin (q * r) < 1 := by
      have h := Real.sin_lt_sin_of_lt_of_le_pi_div_two
        (by linarith [Real.pi_pos]) le_rfl hphase
      rwa [Real.sin_pi_div_two] at h
    unfold coulomb corePot
    apply div_lt_div_of_pos_right _ hr
    nlinarith [mul_pos hZ (sub_pos.mpr hs)]
  · -- the sine stays below its argument
    have hs : Real.sin (q * r) < q * r := Real.sin_lt hqr
    unfold corePot
    rw [hdepth, lt_div_iff₀ hr]
    nlinarith [mul_pos hZ (sub_pos.mpr hs)]

/-- The second derivative of the core potential away from the origin. -/
theorem hasDerivAt_deriv_corePot (A q : ℝ) {r : ℝ} (hr : r ≠ 0) :
    HasDerivAt (deriv (corePot A q))
      (-(A * q ^ 2 * Real.sin (q * r)) / r
        - 2 * A * (q * Real.cos (q * r) * r - Real.sin (q * r)) / r ^ 3) r := by
  have h1 := hasDerivAt_phase q r
  have h := ((((h1.cos.const_mul q).fun_mul (hasDerivAt_id' r)).fun_sub h1.sin).const_mul
    A).fun_div (hasDerivAt_square r) (pow_ne_zero 2 hr)
  refine (h.congr_of_eventuallyEq ((eventually_ne_nhds hr).mono
    (fun x hx => (hasDerivAt_corePot A q hx).deriv))).congr_deriv ?_
  field_simp
  ring

/-- The second derivative of the Coulomb potential away from the origin is `-2Z/r³`. -/
theorem hasDerivAt_deriv_coulomb (Z : ℝ) {r : ℝ} (hr : r ≠ 0) :
    HasDerivAt (deriv (coulomb Z)) (-2 * Z / r ^ 3) r := by
  have h := (hasDerivAt_const r Z).fun_div (hasDerivAt_square r) (pow_ne_zero 2 hr)
  refine (h.congr_of_eventuallyEq ((eventually_ne_nhds hr).mono
    (fun x hx => (hasDerivAt_coulomb Z hx).deriv))).congr_deriv ?_
  field_simp
  ring

/-- At the matching radius the second derivative of the matched core potential exceeds that of
the Coulomb potential by `Z q²/rc`. -/
theorem curvature_jump (Z : ℝ) {q rc : ℝ} (hrc : 0 < rc) (hq : q * rc = π / 2) :
    deriv (deriv (corePot (-Z) q)) rc - deriv (deriv (coulomb Z)) rc = Z * q ^ 2 / rc := by
  rw [(hasDerivAt_deriv_corePot (-Z) q hrc.ne').deriv,
    (hasDerivAt_deriv_coulomb Z hrc.ne').deriv, hq, Real.sin_pi_div_two, Real.cos_pi_div_two]
  ring

end

end PAWLocalPotential
```

```lean
#print axioms PAWLocalPotential.matchesCoulomb_iff
#print axioms PAWLocalPotential.tendsto_corePot_origin
#print axioms PAWLocalPotential.corePot_lower_bounds
#print axioms PAWLocalPotential.curvature_jump
```

```
'PAWLocalPotential.matchesCoulomb_iff' depends on axioms: [propext, Classical.choice, Quot.sound]
'PAWLocalPotential.tendsto_corePot_origin' depends on axioms: [propext, Classical.choice, Quot.sound]
'PAWLocalPotential.corePot_lower_bounds' depends on axioms: [propext, Classical.choice, Quot.sound]
'PAWLocalPotential.curvature_jump' depends on axioms: [propext, Classical.choice, Quot.sound]
```

## What the theorems say

`coulomb Z r` and `corePot A q r` are the two potentials as real functions, and `rc` is $r_\mathrm{loc}$. `MatchesCoulomb` demands equal values and equal derivatives at `rc`. `matchesCoulomb_iff` is the equivalence, under $Z>0$, `0 < rc` and the phase window; `matchesCoulomb_next_branch` is the solution at $3\pi/2$.

The three results on the matched potential assume `q * rc = π / 2` and put `-Z` for the amplitude. `tendsto_corePot_origin` is a limit from the right, so the value Lean assigns at $r=0$ plays no role. `corePot_lower_bounds` gives both strict inequalities for $0<r<r_\mathrm{loc}$; the endpoint equality comes from the matching theorem. `curvature_jump` compares the second derivatives of the two formulas at `rc`; no glued, piecewise potential is defined.

For a bare Coulomb tail of given $Z$ and this one family of core functions with phase between $0$ and $\pi$, the choice of $r_\mathrm{loc}$ therefore fixes the depth of the local potential and its curvature mismatch. A screened or all-electron target potential would give different matching equations.

## How the proof follows the derivation

`hasDerivAt_corePot` and `hasDerivAt_coulomb` supply the slopes by the quotient rule. In `matchesCoulomb_iff`, `div_left_inj'` clears the denominators, `linear_combination hs' + hv'` adds the two conditions, and `Real.injOn_cos` turns the vanishing cosine into $x=\pi/2$.

The limit is obtained by reading $-Z\sin(qr)/r$ as the difference quotient of $-Z\sin(qr)$ at zero, whose derivative there is $-Zq$. The lower bounds use monotonicity of sine up to $\pi/2$ and `Real.sin_lt`.

For the second derivatives, the slope formulas hold only away from the origin. `congr_of_eventuallyEq` uses the fact that they hold throughout a neighbourhood of any $r\neq0$, which is enough to differentiate them again. `curvature_jump` then inserts $\sin x=1$ and $\cos x=0$.
